# Modes of a positive definite orbital Hessian bound the relaxed force constant from above

If the orbitals are held fixed while the nuclei move, a force constant can come out positive although the molecule lowers its energy by distorting. The error is the missing orbital relaxation. For a quadratic energy model with a positive definite orbital Hessian, a single Hessian mode already gives a lower limit on that error.

```lean
import Mathlib

open Matrix Filter Topology

namespace OrbitalSoftMode

noncomputable section

variable {n m : Type*} [Fintype n] [Fintype m] [DecidableEq m]
```

The finite type `n` labels the independent real orbital rotations, and `m` labels a selected set of Hessian modes. A vector is a function such as `n → ℝ`.

```lean
/-- Second-order energy at unit nuclear displacement, as a function of the orbital response `x`:
frozen-orbital force constant `k`, nuclear-orbital coupling `c`, orbital Hessian `H`. -/
def energy (k : ℝ) (c : n → ℝ) (H : Matrix n n ℝ) (x : n → ℝ) : ℝ :=
  k / 2 + c ⬝ᵥ x + (x ⬝ᵥ H *ᵥ x) / 2
```

For unit nuclear displacement, an orbital response $x$ gives

$$E(x)=\tfrac{k}{2}+c\cdot x+\tfrac12\,x\cdot Hx .$$

Here $k$ is the frozen-orbital force constant, $c$ the nuclear-orbital coupling and $H$ the orbital Hessian. In Lean, `⬝ᵥ` is the dot product and `*ᵥ` applies a matrix to a vector. The energy is measured from a stationary reference point, and higher orders are neglected. The quantities $k$, $c$ and $H$ are inputs, not derived from a Hartree-Fock functional.

```lean
/-- The force constant after orbital relaxation, `k - c · H⁻¹ c`. -/
def relaxedForceConstant [DecidableEq n] (k : ℝ) (c : n → ℝ) (H : Matrix n n ℝ) : ℝ :=
  k - c ⬝ᵥ (H⁻¹ *ᵥ c)
```

This defines $K=k-c\cdot H^{-1}c$. A coupled-perturbed Hartree-Fock code typically solves $Hx=-c$ iteratively instead of forming $H^{-1}$; then $K=k+c\cdot x$.

```lean
/-- The orbital response in which only the modes `v i`, with Hessian eigenvalues `e i`, relax. -/
def modeResponse (c : n → ℝ) (v : m → n → ℝ) (e : m → ℝ) : n → ℝ :=
  -∑ i, ((c ⬝ᵥ v i) / e i) • v i
```

For modes $v_i$ with eigenvalues $e_i$, the trial response is $s=-\sum_i \frac{c\cdot v_i}{e_i}\,v_i$.

```lean
/-- A positive definite orbital Hessian gives every nonzero orbital rotation a positive
curvature. -/
lemma curvature_pos {H : Matrix n n ℝ} (hH : H.PosDef) {x : n → ℝ} (hx : x ≠ 0) :
    0 < x ⬝ᵥ H *ᵥ x := by
  have h := hH.dotProduct_mulVec_pos hx
  rwa [star_trivial] at h
```

The hypothesis `H.PosDef` says that $H$ is symmetric and that $x\cdot Hx>0$ for $x\neq0$. Physically, the reference is stable to second order against every real orbital rotation included in `n`. All results below assume this.

```lean
/-- The eigenvalue of a normalised mode of a positive definite orbital Hessian is positive. -/
lemma eigenvalue_pos {H : Matrix n n ℝ} (hH : H.PosDef) {v : n → ℝ} {e : ℝ}
    (hv : v ⬝ᵥ v = 1) (he : H *ᵥ v = e • v) : 0 < e := by
  have hne : v ≠ 0 := by
    rintro rfl
    simp at hv
  have h := curvature_pos hH hne
  rwa [he, dotProduct_smul, hv, smul_eq_mul, mul_one] at h
```

If $v\cdot v=1$ and $Hv=ev$, then $e=v\cdot Hv>0$. Positive eigenvalues are therefore derived, not assumed.

```lean
/-- The energy is half the relaxed force constant plus a quadratic form in the deviation
of the orbital response from `-H⁻¹ c`. -/
theorem energy_eq_relaxed_add [DecidableEq n] {H : Matrix n n ℝ} (hH : H.PosDef)
    (k : ℝ) (c x : n → ℝ) :
    energy k c H x = relaxedForceConstant k c H / 2
      + ((x + H⁻¹ *ᵥ c) ⬝ᵥ H *ᵥ (x + H⁻¹ *ᵥ c)) / 2 := by
  have hsym : Hᵀ = H := by
    have h := hH.isHermitian.eq
    rwa [Matrix.conjTranspose_eq_transpose_of_trivial] at h
  have hy : H *ᵥ (H⁻¹ *ᵥ c) = c := by
    rw [Matrix.mulVec_mulVec, Matrix.mul_nonsing_inv H hH.det_pos.ne'.isUnit, Matrix.one_mulVec]
  -- the Hessian is symmetric, so the two cross terms agree
  have hs : (H⁻¹ *ᵥ c) ⬝ᵥ H *ᵥ x = c ⬝ᵥ x := by
    rw [Matrix.dotProduct_mulVec, ← Matrix.mulVec_transpose, hsym, hy]
  unfold energy relaxedForceConstant
  simp only [Matrix.mulVec_add, hy, add_dotProduct, dotProduct_add, hs]
  rw [dotProduct_comm x c, dotProduct_comm (H⁻¹ *ᵥ c) c]
  ring
```

This is completing the square. Put $y=H^{-1}c$, so that $Hy=c$. By symmetry $y\cdot Hx=c\cdot x$, hence

$$(x+y)\cdot H(x+y)=x\cdot Hx+2\,c\cdot x+c\cdot y .$$

Half of this plus $K/2=(k-c\cdot y)/2$ is $E(x)$. In the proof, `hy` and `hs` are the two facts about $y$, `simp only` expands the product and `ring` collects the terms.

```lean
/-- The minimum of the energy over all orbital responses is half the relaxed force constant. -/
theorem isLeast_energy [DecidableEq n] {H : Matrix n n ℝ} (hH : H.PosDef)
    (k : ℝ) (c : n → ℝ) :
    IsLeast (Set.range (energy k c H)) (relaxedForceConstant k c H / 2) := by
  constructor
  · refine ⟨-(H⁻¹ *ᵥ c), ?_⟩
    rw [energy_eq_relaxed_add hH, neg_add_cancel, zero_dotProduct]
    ring
  · rintro _ ⟨x, rfl⟩
    rw [energy_eq_relaxed_add hH]
    by_cases h : x + H⁻¹ *ᵥ c = 0
    · rw [h, zero_dotProduct]
      linarith
    · linarith [curvature_pos hH h]
```

`IsLeast` says that $K/2$ is attained by some $x$ and that no $x$ gives less. The response $x=-H^{-1}c$ makes the square vanish; for any other $x$ the square is positive.

```lean
/-- The Hessian maps the response of the selected modes to minus the part of the coupling
carried by these modes. -/
lemma mulVec_modeResponse {H : Matrix n n ℝ} (hH : H.PosDef) (c : n → ℝ)
    {v : m → n → ℝ} {e : m → ℝ} (hv : ∀ i j, v i ⬝ᵥ v j = if i = j then 1 else 0)
    (he : ∀ i, H *ᵥ v i = e i • v i) :
    H *ᵥ modeResponse c v e = -∑ i, (c ⬝ᵥ v i) • v i := by
  change H.mulVecLin (-∑ i, ((c ⬝ᵥ v i) / e i) • v i) = _
  rw [map_neg, map_sum]
  refine congrArg Neg.neg (Finset.sum_congr rfl fun i _ => ?_)
  have hpos : 0 < e i := eigenvalue_pos hH (by simp [hv]) (he i)
  rw [map_smul, Matrix.mulVecLin_apply, he, smul_smul, div_mul_cancel₀ _ hpos.ne']
```

Since $Hv_i=e_iv_i$, each eigenvalue cancels its denominator: $Hs=-\sum_i(c\cdot v_i)v_i$. The hypothesis `hv` states orthonormality, $v_i\cdot v_j=\delta_{ij}$.

```lean
/-- Relaxing only the selected orthonormal modes lowers the energy by half the sum of
squared coupling over eigenvalue. -/
theorem energy_modeResponse {H : Matrix n n ℝ} (hH : H.PosDef) (k : ℝ) (c : n → ℝ)
    {v : m → n → ℝ} {e : m → ℝ} (hv : ∀ i j, v i ⬝ᵥ v j = if i = j then 1 else 0)
    (he : ∀ i, H *ᵥ v i = e i • v i) :
    energy k c H (modeResponse c v e) = (k - ∑ i, (c ⬝ᵥ v i) ^ 2 / e i) / 2 := by
  have h1 : c ⬝ᵥ modeResponse c v e = -∑ i, (c ⬝ᵥ v i) ^ 2 / e i := by
    unfold modeResponse
    rw [dotProduct_neg, dotProduct_sum]
    refine congrArg Neg.neg (Finset.sum_congr rfl fun i _ => ?_)
    rw [dotProduct_smul, smul_eq_mul]
    ring
  -- orthonormality removes all couplings between different modes
  have h2 : modeResponse c v e ⬝ᵥ H *ᵥ modeResponse c v e = ∑ i, (c ⬝ᵥ v i) ^ 2 / e i := by
    rw [mulVec_modeResponse hH c hv he]
    unfold modeResponse
    rw [neg_dotProduct, dotProduct_neg, neg_neg, sum_dotProduct]
    refine Finset.sum_congr rfl fun i _ => ?_
    rw [smul_dotProduct, dotProduct_sum]
    simp only [dotProduct_smul, hv, smul_eq_mul, mul_ite, mul_one, mul_zero,
      Finset.sum_ite_eq, Finset.mem_univ, if_true]
    ring
  unfold energy
  rw [h1, h2]
  ring
```

Write $S=\sum_i (c\cdot v_i)^2/e_i$. Then $c\cdot s=-S$ (`h1`). Orthonormality removes the cross terms, so $s\cdot Hs=S$ (`h2`). Therefore

$$E(s)=\tfrac{k}{2}-S+\tfrac{S}{2}=\tfrac{k-S}{2}.$$

```lean
/-- Each set of orthonormal Hessian modes bounds the relaxed force constant from above by
`k` minus the sum of squared coupling over eigenvalue. -/
theorem relaxed_le_sub_sum [DecidableEq n] {H : Matrix n n ℝ} (hH : H.PosDef)
    (k : ℝ) (c : n → ℝ)
    {v : m → n → ℝ} {e : m → ℝ} (hv : ∀ i j, v i ⬝ᵥ v j = if i = j then 1 else 0)
    (he : ∀ i, H *ᵥ v i = e i • v i) :
    relaxedForceConstant k c H ≤ k - ∑ i, (c ⬝ᵥ v i) ^ 2 / e i := by
  have h := (isLeast_energy hH k c).2 ⟨modeResponse c v e, rfl⟩
  rw [energy_modeResponse hH k c hv he] at h
  linarith
```

The minimum cannot exceed the trial energy: $K/2\le (k-S)/2$, so $K\le k-S$. With no modes selected, this reads $K\le k$: relaxation never raises the force constant in this model.

```lean
/-- The bound from a set of modes is exact if and only if the coupling vector is the sum of
its components along these modes. -/
theorem relaxed_eq_sub_sum_iff [DecidableEq n] {H : Matrix n n ℝ} (hH : H.PosDef)
    (k : ℝ) (c : n → ℝ)
    {v : m → n → ℝ} {e : m → ℝ} (hv : ∀ i j, v i ⬝ᵥ v j = if i = j then 1 else 0)
    (he : ∀ i, H *ᵥ v i = e i • v i) :
    relaxedForceConstant k c H = k - ∑ i, (c ⬝ᵥ v i) ^ 2 / e i ↔
      c = ∑ i, (c ⬝ᵥ v i) • v i := by
  have hgap := energy_eq_relaxed_add hH k c (modeResponse c v e)
  rw [energy_modeResponse hH k c hv he] at hgap
  -- the residual orbital gradient is the part of `c` outside the selected modes
  have hres : H *ᵥ (modeResponse c v e + H⁻¹ *ᵥ c) = -(∑ i, (c ⬝ᵥ v i) • v i) + c := by
    rw [Matrix.mulVec_add, mulVec_modeResponse hH c hv he, Matrix.mulVec_mulVec,
      Matrix.mul_nonsing_inv H hH.det_pos.ne'.isUnit, Matrix.one_mulVec]
  constructor
  · intro h
    have hz : modeResponse c v e + H⁻¹ *ᵥ c = 0 := by
      by_contra hne
      linarith [curvature_pos hH hne]
    rw [hz, Matrix.mulVec_zero] at hres
    exact (neg_add_eq_zero.mp hres.symm).symm
  · intro h
    rw [hres, neg_add_eq_zero.mpr h.symm, dotProduct_zero] at hgap
    linarith
```

Setting $x=s$ in the completed square gives

$$\tfrac{k-S}{2}=\tfrac{K}{2}+\tfrac12(s+y)\cdot H(s+y).$$

Equality thus holds exactly when $s+y=0$. Because $H(s+y)=c-\sum_i(c\cdot v_i)v_i$ (`hres`) and $H$ is invertible, this means that the selected modes carry the whole coupling.

```lean
/-- For a unit eigenvector `v` of the orbital Hessian with eigenvalue `e`, the relaxed force
constant is at most `k - (c · v)² / e`. -/
theorem relaxed_le_single_mode [DecidableEq n] {H : Matrix n n ℝ} (hH : H.PosDef)
    (k : ℝ) (c : n → ℝ)
    {v : n → ℝ} {e : ℝ} (hv : v ⬝ᵥ v = 1) (he : H *ᵥ v = e • v) :
    relaxedForceConstant k c H ≤ k - (c ⬝ᵥ v) ^ 2 / e := by
  have h := relaxed_le_sub_sum (m := Unit) hH k c (v := fun _ => v) (e := fun _ => e)
    (fun i j => by simp [hv]) (fun _ => he)
  simpa using h
```

A family with one member, indexed by `Unit`, gives $K\le k-(c\cdot v)^2/e$. With only one orbital rotation, $H$ is a positive number $h$, and the bound is the exact value $K=k-c^2/h$.

```lean
/-- If the squared coupling to one mode exceeds `k` times its Hessian eigenvalue, the relaxed
force constant is negative. -/
theorem relaxed_neg_of_soft_mode [DecidableEq n] {H : Matrix n n ℝ} (hH : H.PosDef)
    {k : ℝ} {c v : n → ℝ}
    {e : ℝ} (hv : v ⬝ᵥ v = 1) (he : H *ᵥ v = e • v) (hsoft : k * e < (c ⬝ᵥ v) ^ 2) :
    relaxedForceConstant k c H < 0 := by
  have h1 := relaxed_le_single_mode hH k c hv he
  have h2 := (lt_div_iff₀ (eigenvalue_pos hH hv he)).mpr hsoft
  linarith
```

The mode must be normalised, $v\cdot v=1$, because rescaling $v$ changes $c\cdot v$ but not $e$. If $ke<(c\cdot v)^2$, dividing by $e>0$ gives $k<(c\cdot v)^2/e$, so $K<0$. One computed mode can therefore reveal that the geometry is unstable within the quadratic model, even when $k>0$.

```lean
/-- Along a family of positive definite Hessians with a mode whose eigenvalue tends to zero while
its squared coupling is always at least `δ > 0`, the relaxed force constant tends to `-∞`. -/
theorem relaxed_tendsto_atBot [DecidableEq n] {ι : Type*} {l : Filter ι}
    {H : ι → Matrix n n ℝ}
    (hH : ∀ i, (H i).PosDef) (k : ℝ) (c : n → ℝ) {v : ι → n → ℝ} {e : ι → ℝ}
    (hv : ∀ i, v i ⬝ᵥ v i = 1) (he : ∀ i, H i *ᵥ v i = e i • v i)
    {δ : ℝ} (hδ : 0 < δ) (hc : ∀ i, δ ≤ (c ⬝ᵥ v i) ^ 2) (hlim : Tendsto e l (𝓝 0)) :
    Tendsto (fun i => relaxedForceConstant k c (H i)) l atBot := by
  refine tendsto_atBot.2 fun b => ?_
  have hM : 0 < |k - b| + 1 := by positivity
  filter_upwards [hlim.eventually_lt_const (div_pos hδ hM)] with i hi
  have hpos := eigenvalue_pos (hH i) (hv i) (he i)
  have h1 := relaxed_le_single_mode (hH i) k c (hv i) (he i)
  -- a small eigenvalue makes the relaxation term exceed any given bound
  have h2 : |k - b| + 1 ≤ (c ⬝ᵥ v i) ^ 2 / e i := by
    rw [le_div_iff₀ hpos]
    have h3 := (lt_div_iff₀ hM).mp hi
    linarith [hc i, mul_comm (e i) (|k - b| + 1)]
  linarith [le_abs_self (k - b)]

end

end OrbitalSoftMode
```

Now $H$, $v$ and $e$ vary with an index $i$, while $k$ and $c$ stay fixed. Each mode $v_i$ is again normalised. The filter `l` specifies the limit in which $e_i\to0$. The constant $\delta>0$ expresses that the softening mode stays coupled to the displacement, which symmetry can forbid.

Given any target $b$, let $M=|k-b|+1$. Eventually $e_i<\delta/M$, so $(c\cdot v_i)^2/e_i\ge M$ and $K_i\le k-M<b$. Hence $K_i\to-\infty$. In the quadratic model, an approaching orbital instability thus drives the force constant to $-\infty$ if its mode stays coupled to the displacement in this sense.

```lean
#print axioms OrbitalSoftMode.relaxed_le_sub_sum
#print axioms OrbitalSoftMode.relaxed_eq_sub_sum_iff
#print axioms OrbitalSoftMode.relaxed_neg_of_soft_mode
#print axioms OrbitalSoftMode.relaxed_tendsto_atBot
```

```
'OrbitalSoftMode.relaxed_le_sub_sum' depends on axioms: [propext, Classical.choice, Quot.sound]
'OrbitalSoftMode.relaxed_eq_sub_sum_iff' depends on axioms: [propext, Classical.choice, Quot.sound]
'OrbitalSoftMode.relaxed_neg_of_soft_mode' depends on axioms: [propext, Classical.choice, Quot.sound]
'OrbitalSoftMode.relaxed_tendsto_atBot' depends on axioms: [propext, Classical.choice, Quot.sound]
```
